# Fock-space vectors and density matrices share one minimum energy at fixed mean particle number, for number-conserving lattice Hamiltonians

Let a Hermitian $H$ on a finite Fock space conserve particle number, with ground energy $E_k$ in the $k$-particle sector, $k=0,\dots,M$. For every mean number $x\in[0,M]$, the minimum energy over unit vectors, the minimum over density matrices and the minimum of $\sum_k p_kE_k$ over probability weights with $\sum_k k\,p_k=x$ all exist and are equal.

## Fractional electron number

An open system, such as a fragment sharing electrons with distant surroundings, can have a non-integer mean electron number. Exact density functional theory assigns it an energy by mixing integer-number ground states; approximate functionals evaluated at fractional occupations generally do not reproduce this energy. For a finite lattice model, the result says that superpositions of different particle numbers reach the same minimum as mixtures. This is a statement about vectors in Fock space: for electrons, superpositions of even and odd particle numbers are excluded as physical states by the fermion-parity superselection rule. The familiar picture, in which straight segments join each $E_k$ to $E_{k+1}$, also requires $E_k$ to be convex in $k$, which is neither assumed nor derived here.

## States, sectors and minima in Lean

The type `ι` labels the occupation basis, and `num i` is the particle number of basis state `i`. The number operator $N$ is the diagonal matrix `numberOp num`, and `expVal A v` is $\langle v,Av\rangle$, without division by the norm. The hypotheses `hH` and `hc` say that $H$ is Hermitian and commutes with $N$.

`IsLeast` means a minimum that is attained. `IsSectorEnergy` applies it to unit vectors with $Nv=kv$; `weightEnergies`, `ensembleEnergies` and `pureEnergies` are the three sets of energies at mean number `x`.

The general theorem assumes an $E_k$ for every $k$. For $M$ spin orbitals, `fock_space_minimum` derives them; its basis states are the sets of occupied orbitals, `Finset (Fin M)`. Writing a given electronic Hamiltonian as the matrix $H$, with its fermionic signs, is left to the user. The basis is finite, so the continuum is not treated.

## From weights to states and back

**Sectors.** If $A$ commutes with $N$, then $(n_i-n_j)A_{ij}=0$, where $n_i$ is the particle number of state $i$. So $A$ does not connect different sectors. With $P_k$ the projector on sector $k$,
$$\langle v,Av\rangle=\sum_k\langle P_kv,AP_kv\rangle .$$
This applies to $A=1,N,H$.

**Weights to vectors.** Take normalised sector ground states $\varphi_k$ and set $v=\sum_k\sqrt{p_k}\,\varphi_k$. Then $\langle v,v\rangle=\sum_k p_k=1$, $\langle v,Nv\rangle=\sum_k k\,p_k=x$ and $\langle v,Hv\rangle=\sum_k p_kE_k$.

**Vectors to density matrices.** For $\rho=|v\rangle\langle v|$, $\mathrm{tr}(\rho A)=\langle v,Av\rangle$.

**Density matrices to weights.** Write $\rho=B^\dagger B=\sum_a|v_a\rangle\langle v_a|$, where $v_a$ is the conjugated row $a$ of $B$. Put $p_k=\sum_a\|P_kv_a\|^2\ge0$. The sector formula with $A=1$ and $A=N$ gives $\sum_kp_k=1$ and $\sum_kk\,p_k=x$. Any $u$ in sector $k$ obeys $\langle u,Hu\rangle\ge\|u\|^2E_k$: this is trivial for $u=0$, and otherwise follows by normalising $u$. Hence
$$\mathrm{tr}(\rho H)=\sum_{k,a}\langle P_kv_a,HP_kv_a\rangle\ge\sum_kp_kE_k .$$

**Minimum.** The admissible weights form a closed bounded set. It is nonempty: take $p_M=x/M$ and $p_0=1-x/M$, or $p_0=1$ if $M=0$. The continuous function $\sum_kp_kE_k$ therefore attains a minimum $e$. Some vector, and hence some density matrix, has energy $e$; no density matrix lies lower, and so no vector does.

## Without number conservation

Take one spin orbital and $H=\begin{pmatrix}0&1\\1&0\end{pmatrix}$, which is Hermitian but does not commute with $N$. Both sector energies are $0$, so every weighted average is $0$. Yet $(1,-1)/\sqrt2$ has mean number $1/2$ and energy $-1$, the lowest eigenvalue of $H$. So the equality with the weighted averages fails, while vectors and density matrices still share the minimum $-1$ at this mean number. This is a mathematical counterexample only: $H$ connects even and odd electron numbers, which no physical electronic Hamiltonian does.

## The Lean file

```lean
import Mathlib

open Matrix
open scoped ComplexOrder

namespace FractionalParticleNumber

noncomputable section

variable {ι : Type*} [Fintype ι] [DecidableEq ι] {M : ℕ}

/-- The number operator, diagonal in the occupation basis; basis state `i` holds `num i`
particles, between `0` and `M`. -/
def numberOp (num : ι → Fin (M + 1)) : Matrix ι ι ℂ :=
  diagonal fun i => ((num i : ℕ) : ℂ)

/-- The expression `⟨v, A v⟩` for an operator `A` and a vector `v`. -/
def expVal (A : Matrix ι ι ℂ) (v : ι → ℂ) : ℂ := star v ⬝ᵥ A *ᵥ v

/-- The component of `v` with exactly `k` particles. -/
def sectorPart (num : ι → Fin (M + 1)) (k : Fin (M + 1)) (v : ι → ℂ) : ι → ℂ :=
  fun i => if num i = k then v i else 0

/-- `e` is the ground energy of the `k`-particle sector: the least energy of a unit vector
with exactly `k` particles. -/
def IsSectorEnergy (H : Matrix ι ι ℂ) (num : ι → Fin (M + 1)) (k : Fin (M + 1))
    (e : ℝ) : Prop :=
  IsLeast {r : ℝ | ∃ v : ι → ℂ, star v ⬝ᵥ v = 1 ∧
    numberOp num *ᵥ v = ((k : ℕ) : ℂ) • v ∧ expVal H v = r} e

/-- The energies `∑ p_k E_k` of probability weights `p` with mean particle number `x`. -/
def weightEnergies (E : Fin (M + 1) → ℝ) (x : ℝ) : Set ℝ :=
  {r | ∃ p : Fin (M + 1) → ℝ, (∀ k, 0 ≤ p k) ∧ ∑ k, p k = 1 ∧
    ∑ k, p k * ((k : ℕ) : ℝ) = x ∧ ∑ k, p k * E k = r}

/-- The energies of unit vectors with mean particle number `x`. -/
def pureEnergies (H : Matrix ι ι ℂ) (num : ι → Fin (M + 1)) (x : ℝ) : Set ℝ :=
  {r | ∃ v : ι → ℂ, star v ⬝ᵥ v = 1 ∧ expVal (numberOp num) v = x ∧ expVal H v = r}

/-- The energies `tr(ρH)` of density matrices `ρ` with mean particle number `x`. -/
def ensembleEnergies (H : Matrix ι ι ℂ) (num : ι → Fin (M + 1)) (x : ℝ) : Set ℝ :=
  {r | ∃ ρ : Matrix ι ι ℂ, ρ.PosSemidef ∧ ρ.trace = 1 ∧
    (ρ * numberOp num).trace = x ∧ (ρ * H).trace = r}

omit [DecidableEq ι] in
/-- For a Hermitian operator `⟨v, H v⟩` is real. -/
theorem expVal_re {H : Matrix ι ι ℂ} (hH : H.IsHermitian) (v : ι → ℂ) :
    ((expVal H v).re : ℂ) = expVal H v := by
  apply Complex.conj_eq_iff_re.mp
  change star (star v ⬝ᵥ H *ᵥ v) = star v ⬝ᵥ H *ᵥ v
  rw [← Matrix.star_dotProduct, Matrix.star_mulVec, hH.eq, ← Matrix.dotProduct_mulVec]

omit [DecidableEq ι] in
/-- Scaling a vector by a real `c` scales `⟨v, A v⟩` by `c²`. -/
theorem expVal_smul (A : Matrix ι ι ℂ) (c : ℝ) (v : ι → ℂ) :
    expVal A ((c : ℂ) • v) = (c : ℂ) ^ 2 * expVal A v := by
  simp only [expVal, star_smul, mulVec_smul, smul_dotProduct, dotProduct_smul, smul_eq_mul,
    Complex.star_def, Complex.conj_ofReal]
  ring

/-- If `A` conserves particle number, `⟨v, A v⟩` is the sum of the contributions of
the particle-number sectors. -/
theorem expVal_eq_sum_sectors {A : Matrix ι ι ℂ} {num : ι → Fin (M + 1)}
    (hc : A * numberOp num = numberOp num * A) (v : ι → ℂ) :
    expVal A v = ∑ k, expVal A (sectorPart num k v) := by
  simp only [expVal, dotProduct, mulVec, Pi.star_apply, Finset.mul_sum]
  symm
  refine Finset.sum_comm.trans (Finset.sum_congr rfl fun i _ =>
    Finset.sum_comm.trans (Finset.sum_congr rfl fun j _ => ?_))
  rw [Finset.sum_eq_single (num i)]
  · by_cases h : num j = num i
    · simp [sectorPart, h]
    · -- matrix elements between different sectors vanish
      have hA : A i j = 0 := by
        by_contra h0
        have h1 := congrFun (congrFun hc i) j
        simp only [numberOp, mul_diagonal, diagonal_mul] at h1
        exact h (Fin.ext (Nat.cast_injective (R := ℂ)
          (mul_left_cancel₀ h0 (h1.trans (mul_comm _ _)))))
      simp [hA]
  · intro k _ hk
    simp [sectorPart, Ne.symm hk]
  · simp

/-- Variational principle in a sector: a `k`-particle vector `u`, normalised or not, obeys
`⟨u, u⟩ E_k ≤ ⟨u, H u⟩` for Hermitian `H`. -/
theorem sector_variational {H : Matrix ι ι ℂ} {num : ι → Fin (M + 1)} {k : Fin (M + 1)}
    {e : ℝ} (hH : H.IsHermitian) (hE : IsSectorEnergy H num k e) {u : ι → ℂ}
    (hu : numberOp num *ᵥ u = ((k : ℕ) : ℂ) • u) :
    (expVal 1 u).re * e ≤ (expVal H u).re := by
  have h1 : ∀ w : ι → ℂ, expVal 1 w = star w ⬝ᵥ w := fun w => by simp [expVal]
  have hre := expVal_re (isHermitian_one (n := ι) (α := ℂ)) u
  have h0 : 0 ≤ (expVal 1 u).re := by
    rw [h1]
    exact (Complex.le_def.mp (dotProduct_star_self_nonneg u)).1
  rcases h0.eq_or_lt with hz | hpos
  · have hu0 : u = 0 := by
      rw [← hz, h1] at hre
      exact dotProduct_star_self_eq_zero.mp (by rw [← hre]; simp)
    simp [hu0, expVal]
  · -- normalise `u` and use minimality
    set s := (expVal 1 u).re with hs
    have hc : (Real.sqrt s)⁻¹ ^ 2 * s = 1 := by
      rw [inv_pow, Real.sq_sqrt h0, inv_mul_cancel₀ hpos.ne']
    have hle : e ≤ (Real.sqrt s)⁻¹ ^ 2 * (expVal H u).re := by
      refine hE.2 ⟨(((Real.sqrt s)⁻¹ : ℝ) : ℂ) • u, ?_, ?_, ?_⟩
      · rw [← h1, expVal_smul, ← hre]
        exact_mod_cast hc
      · rw [mulVec_smul, hu, smul_comm]
      · rw [expVal_smul, Complex.ofReal_mul, expVal_re hH, Complex.ofReal_pow]
    calc s * e ≤ s * ((Real.sqrt s)⁻¹ ^ 2 * (expVal H u).re) := by gcongr
      _ = ((Real.sqrt s)⁻¹ ^ 2 * s) * (expVal H u).re := by ring
      _ = (expVal H u).re := by rw [hc, one_mul]

/-- For Hermitian `H`, every sector that contains a basis state has a ground energy. -/
theorem exists_sectorEnergy {H : Matrix ι ι ℂ} (hH : H.IsHermitian)
    (num : ι → Fin (M + 1)) (i : ι) : ∃ e, IsSectorEnergy H num (num i) e := by
  let K : Set (ι → ℂ) := {v | star v ⬝ᵥ v = 1} ∩
    {v | numberOp num *ᵥ v = ((num i : ℕ) : ℂ) • v}
  have hclosed : IsClosed K := by
    refine IsClosed.inter (isClosed_eq ?_ continuous_const)
      (isClosed_eq (continuous_const.matrix_mulVec continuous_id) (continuous_const_smul _))
    simp only [dotProduct, Pi.star_apply]
    fun_prop
  have hbdd : Bornology.IsBounded K := by
    refine (Metric.isBounded_closedBall (x := (0 : ι → ℂ)) (r := 1)).subset fun v hv => ?_
    rw [mem_closedBall_zero_iff, pi_norm_le_iff_of_nonneg zero_le_one]
    intro j
    have h := congrArg Complex.re hv.1
    simp only [dotProduct, Pi.star_apply, Complex.re_sum, Complex.star_def,
      ← Complex.normSq_eq_conj_mul_self, Complex.ofReal_re, Complex.one_re] at h
    have hj := Finset.single_le_sum (f := fun j => Complex.normSq (v j))
      (fun j _ => Complex.normSq_nonneg _) (Finset.mem_univ j)
    simp only [Complex.normSq_eq_norm_sq] at h hj
    rw [h] at hj
    nlinarith [norm_nonneg (v j)]
  have hne : K.Nonempty := by
    refine ⟨fun j => if j = i then 1 else 0, ?_, ?_⟩
    · simp [dotProduct]
    · ext j
      by_cases h : j = i <;> simp [numberOp, mulVec_diagonal, h]
  have hcont : Continuous fun v : ι → ℂ => (expVal H v).re := by
    simp only [expVal, dotProduct, mulVec, Pi.star_apply]
    fun_prop
  obtain ⟨v, hv, hmin⟩ := (Metric.isCompact_of_isClosed_isBounded hclosed hbdd).exists_isMinOn
    hne hcont.continuousOn
  refine ⟨(expVal H v).re, ⟨v, hv.1, hv.2, (expVal_re hH v).symm⟩, ?_⟩
  rintro r ⟨w, h1, h2, h3⟩
  have h : (expVal H v).re ≤ (expVal H w).re := isMinOn_iff.mp hmin w ⟨h1, h2⟩
  rwa [h3, Complex.ofReal_re] at h

/-- If `H` conserves particle number, each weighted average of sector ground energies is the
energy of a unit vector with the same mean particle number. -/
theorem weight_subset_pure {H : Matrix ι ι ℂ} {num : ι → Fin (M + 1)}
    {E : Fin (M + 1) → ℝ} (hc : H * numberOp num = numberOp num * H)
    (hE : ∀ k, IsSectorEnergy H num k (E k)) (x : ℝ) :
    weightEnergies E x ⊆ pureEnergies H num x := by
  rintro r ⟨p, hp, hp1, hpx, hpr⟩
  have hex : ∀ k : Fin (M + 1), ∃ v : ι → ℂ, star v ⬝ᵥ v = 1 ∧
      numberOp num *ᵥ v = ((k : ℕ) : ℂ) • v ∧ expVal H v = E k := fun k => (hE k).1
  choose φ h1 hN hH using hex
  -- superpose the sector ground states with amplitudes `√p_k`
  let v : ι → ℂ := fun i => (Real.sqrt (p (num i)) : ℂ) * φ (num i) i
  have hpart : ∀ k, sectorPart num k v = (Real.sqrt (p k) : ℂ) • φ k := by
    intro k
    ext i
    by_cases h : num i = k
    · subst h
      simp [sectorPart, v]
    · have h2 := congrFun (hN k) i
      simp only [numberOp, mulVec_diagonal, Pi.smul_apply, smul_eq_mul] at h2
      have h3 : φ k i = 0 := by
        by_contra h0
        exact h (Fin.ext (Nat.cast_injective (R := ℂ) (mul_right_cancel₀ h0 h2)))
      simp [sectorPart, h, h3]
  have key : ∀ A : Matrix ι ι ℂ, A * numberOp num = numberOp num * A →
      expVal A v = ∑ k, (p k : ℂ) * expVal A (φ k) := by
    intro A hA
    rw [expVal_eq_sum_sectors hA]
    refine Finset.sum_congr rfl fun k _ => ?_
    rw [hpart, expVal_smul, ← Complex.ofReal_pow, Real.sq_sqrt (hp k)]
  refine ⟨v, ?_, ?_, ?_⟩
  · have h := key 1 (by simp)
    simp only [expVal, one_mulVec, h1, mul_one] at h
    rw [h]
    exact_mod_cast hp1
  · rw [key _ rfl, ← hpx]
    simp only [expVal, hN, dotProduct_smul, h1, smul_eq_mul, mul_one]
    push_cast
    rfl
  · rw [key H hc, ← hpr]
    simp only [hH]
    push_cast
    rfl

/-- Each energy of a unit vector with mean particle number `x` is also the energy of a
density matrix with mean particle number `x`. -/
theorem pure_subset_ensemble (H : Matrix ι ι ℂ) (num : ι → Fin (M + 1)) (x : ℝ) :
    pureEnergies H num x ⊆ ensembleEnergies H num x := by
  rintro r ⟨v, h1, hN, hr⟩
  have key : ∀ A : Matrix ι ι ℂ, (vecMulVec v (star v) * A).trace = expVal A v := by
    intro A
    simp only [Matrix.trace, diag_apply, mul_apply, vecMulVec_apply, expVal, dotProduct,
      mulVec, Pi.star_apply, Finset.mul_sum]
    exact Finset.sum_comm.trans
      (Finset.sum_congr rfl fun j _ => Finset.sum_congr rfl fun i _ => by ring)
  refine ⟨vecMulVec v (star v), posSemidef_vecMulVec_self_star v, ?_, ?_, ?_⟩
  · have h := key 1
    rwa [mul_one, expVal, one_mulVec, h1] at h
  · rw [key, hN]
  · rw [key, hr]

open scoped MatrixOrder in
/-- If `H` is Hermitian and conserves particle number, no density matrix lies below every
weighted average of sector ground energies with the same mean particle number. -/
theorem ensemble_lower_bound {H : Matrix ι ι ℂ} {num : ι → Fin (M + 1)}
    {E : Fin (M + 1) → ℝ} (hH : H.IsHermitian)
    (hc : H * numberOp num = numberOp num * H)
    (hE : ∀ k, IsSectorEnergy H num k (E k)) {x r : ℝ}
    (hr : r ∈ ensembleEnergies H num x) : ∃ s ∈ weightEnergies E x, s ≤ r := by
  obtain ⟨ρ, hρ, htr, hN, hrH⟩ := hr
  -- write the density matrix as a sum of unnormalised pure states
  obtain ⟨B, hB⟩ := CStarAlgebra.nonneg_iff_eq_star_mul_self.mp
    (Matrix.nonneg_iff_posSemidef.mpr hρ)
  let v : ι → ι → ℂ := fun a => star (B a)
  have hv : ∀ A : Matrix ι ι ℂ, (ρ * A).trace = ∑ a, expVal A (v a) := by
    intro A
    rw [hB, Matrix.mul_assoc, Matrix.trace_mul_comm, Matrix.mul_assoc]
    simp [Matrix.trace, expVal, mul_apply, dotProduct, mulVec, v, star_eq_conjTranspose]
  have key : ∀ A : Matrix ι ι ℂ, A * numberOp num = numberOp num * A →
      (ρ * A).trace = ∑ k, ∑ a, expVal A (sectorPart num k (v a)) := by
    intro A hA
    rw [hv, Finset.sum_congr rfl fun a _ => expVal_eq_sum_sectors hA (v a), Finset.sum_comm]
  have hs : ∀ k a, numberOp num *ᵥ sectorPart num k (v a) =
      ((k : ℕ) : ℂ) • sectorPart num k (v a) := by
    intro k a
    ext i
    by_cases h : num i = k <;> simp [numberOp, mulVec_diagonal, sectorPart, h]
  have hre := expVal_re (isHermitian_one (n := ι) (α := ℂ))
  refine ⟨_, ⟨fun k => ∑ a, (expVal 1 (sectorPart num k (v a))).re, ?_, ?_, ?_, rfl⟩, ?_⟩
  · intro k
    refine Finset.sum_nonneg fun a _ => ?_
    rw [expVal, one_mulVec]
    exact (Complex.le_def.mp (dotProduct_star_self_nonneg _)).1
  · apply Complex.ofReal_injective
    simp only [Complex.ofReal_sum, hre, Complex.ofReal_one]
    rw [← key 1 (by simp), mul_one, htr]
  · apply Complex.ofReal_injective
    simp only [Complex.ofReal_sum, Complex.ofReal_mul, hre, Complex.ofReal_natCast]
    rw [← hN, key _ rfl]
    refine Finset.sum_congr rfl fun k _ => ?_
    rw [Finset.sum_mul]
    refine Finset.sum_congr rfl fun a _ => ?_
    simp only [expVal, hs, one_mulVec, dotProduct_smul, smul_eq_mul]
    ring
  · have h := congrArg Complex.re ((key H hc).symm.trans hrH)
    simp only [Complex.re_sum, Complex.ofReal_re] at h
    rw [← h]
    refine Finset.sum_le_sum fun k _ => ?_
    rw [Finset.sum_mul]
    exact Finset.sum_le_sum fun a _ => sector_variational hH (hE k) (hs k a)

/-- Let `H` be Hermitian and conserve particle number, with sector ground energies `E_k`.
At mean particle number `x` in `[0, M]` the minimum energies over probability weights, over
density matrices and over unit vectors all exist and are equal. -/
theorem fractional_number_minimum {H : Matrix ι ι ℂ} {num : ι → Fin (M + 1)}
    {E : Fin (M + 1) → ℝ} (hH : H.IsHermitian)
    (hc : H * numberOp num = numberOp num * H)
    (hE : ∀ k, IsSectorEnergy H num k (E k)) {x : ℝ} (hx0 : 0 ≤ x) (hxM : x ≤ M) :
    ∃ e, IsLeast (weightEnergies E x) e ∧ IsLeast (ensembleEnergies H num x) e ∧
      IsLeast (pureEnergies H num x) e := by
  -- the admissible weights form a nonempty compact set
  let K : Set (Fin (M + 1) → ℝ) := Set.Icc 0 1 ∩
    ({p | ∑ k, p k = 1} ∩ {p | ∑ k, p k * ((k : ℕ) : ℝ) = x})
  have hK : IsCompact K := isCompact_Icc.inter_right
    ((isClosed_eq (by fun_prop) continuous_const).inter
      (isClosed_eq (by fun_prop) continuous_const))
  have hmem : ∀ p : Fin (M + 1) → ℝ, (∀ k, 0 ≤ p k) → ∑ k, p k = 1 →
      ∑ k, p k * ((k : ℕ) : ℝ) = x → p ∈ K := fun p h0 h1 h2 =>
    ⟨⟨h0, fun k => (Finset.single_le_sum (fun j _ => h0 j) (Finset.mem_univ k)).trans_eq h1⟩,
      h1, h2⟩
  have hne : K.Nonempty := by
    obtain ⟨t, ht0, ht1, htx⟩ : ∃ t : ℝ, 0 ≤ t ∧ t ≤ 1 ∧ t * M = x := by
      rcases Nat.eq_zero_or_pos M with h | h
      · subst h
        refine ⟨0, le_rfl, zero_le_one, ?_⟩
        rw [Nat.cast_zero] at hxM
        linarith
      · have hM : (0 : ℝ) < M := Nat.cast_pos.mpr h
        exact ⟨x / M, by positivity, (div_le_one hM).mpr hxM, div_mul_cancel₀ x hM.ne'⟩
    refine ⟨fun k => (if k = 0 then 1 - t else 0) + (if k = Fin.last M then t else 0),
      hmem _ (fun k => ?_) ?_ ?_⟩
    · have h1t : 0 ≤ 1 - t := by linarith
      exact add_nonneg (by split_ifs <;> simp [h1t]) (by split_ifs <;> simp [ht0])
    · simp [Finset.sum_add_distrib]
    · simp [Finset.sum_add_distrib, add_mul, ite_mul, htx]
  have hcont : Continuous fun p : Fin (M + 1) → ℝ => ∑ k, p k * E k := by fun_prop
  obtain ⟨p, hp, hmin⟩ := hK.exists_isMinOn hne hcont.continuousOn
  have hw : IsLeast (weightEnergies E x) (∑ k, p k * E k) := by
    refine ⟨⟨p, hp.1.1, hp.2.1, hp.2.2, rfl⟩, ?_⟩
    rintro r ⟨q, h0, h1, h2, rfl⟩
    exact isMinOn_iff.mp hmin q (hmem q h0 h1 h2)
  -- carry the minimum over to vectors and density matrices
  have hpure := weight_subset_pure hc hE x hw.1
  have hlow : ∀ r ∈ ensembleEnergies H num x, ∑ k, p k * E k ≤ r := by
    intro r hr
    obtain ⟨s, hs, hsr⟩ := ensemble_lower_bound hH hc hE hr
    exact (hw.2 hs).trans hsr
  exact ⟨_, hw, ⟨pure_subset_ensemble H num x hpure, hlow⟩,
    ⟨hpure, fun r hr => hlow r (pure_subset_ensemble H num x hr)⟩⟩

/-- The number of particles in a set of occupied spin orbitals, out of `M`. -/
def occupation (s : Finset (Fin M)) : Fin (M + 1) :=
  ⟨s.card, Nat.lt_succ_of_le (by simpa using Finset.card_le_univ s)⟩

/-- On the Fock space of `M` spin orbitals, a Hermitian number-conserving `H` has a ground
energy in every sector, and for each `x` in `[0, M]` the three minima at mean particle number
`x` exist and are equal. -/
theorem fock_space_minimum {H : Matrix (Finset (Fin M)) (Finset (Fin M)) ℂ}
    (hH : H.IsHermitian) (hc : H * numberOp occupation = numberOp occupation * H) :
    ∃ E : Fin (M + 1) → ℝ, (∀ k, IsSectorEnergy H occupation k (E k)) ∧
      ∀ x : ℝ, 0 ≤ x → x ≤ M → ∃ e, IsLeast (weightEnergies E x) e ∧
        IsLeast (ensembleEnergies H occupation x) e ∧
        IsLeast (pureEnergies H occupation x) e := by
  have hex : ∀ k : Fin (M + 1), ∃ e, IsSectorEnergy H occupation k e := by
    intro k
    obtain ⟨s, _, hs⟩ := Finset.exists_subset_card_eq
      (s := (Finset.univ : Finset (Fin M))) (n := (k : ℕ))
      (by simpa using Nat.le_of_lt_succ k.isLt)
    have hk : occupation s = k := Fin.ext hs
    rw [← hk]
    exact exists_sectorEnergy hH occupation s
  choose E hE using hex
  exact ⟨E, hE, fun x h0 h1 => fractional_number_minimum hH hc hE h0 h1⟩

end

end FractionalParticleNumber
```

```lean
#print axioms FractionalParticleNumber.fock_space_minimum
-- 'FractionalParticleNumber.fock_space_minimum' depends on axioms: [propext, Classical.choice, Quot.sound]
```

## Lemmas behind the equality

- `expVal_eq_sum_sectors` is the sector formula. An entry of the commutation relation gives `A i j = 0` between sectors, and `Finset.sum_eq_single` keeps the one sector containing `i`.
- `sector_variational` splits on zero or positive norm and rescales with `expVal_smul`. `expVal_re` supplies the reality of $\langle v,Hv\rangle$.
- `exists_sectorEnergy` minimises the energy over the compact set of unit vectors in a sector.
- `weight_subset_pure` selects the $\varphi_k$ with `choose`, then applies its `key` identity to $1$, $N$ and $H$.
- `pure_subset_ensemble` uses `vecMulVec v (star v)`, which is $|v\rangle\langle v|$.
- `ensemble_lower_bound` obtains `B` from positivity of $\rho$ and sums the sector bounds.
- `fractional_number_minimum` finds the minimising weights by compactness and carries their energy through the three preceding lemmas.
- `fock_space_minimum` finds a set of $k$ orbitals for each $k$, so every sector has a ground energy.
